# A real antisymmetric commutator density has even rank, so the Watanabe–Murayama count is a natural number

Let $\rho$ be a real antisymmetric $n\times n$ matrix. Its rank is even, so the Watanabe–Murayama count

$$N(\rho)=n-\tfrac12\operatorname{rank}\rho$$

is a natural number. For $n=2$ it equals one if $\rho\neq0$ and two if $\rho=0$. With isotropic short-range exchange, these are the numbers of gapless spin-wave branches of a ferromagnet and of a two-sublattice antiferromagnet without net magnetization.

## Broken rotations and their commutators

The exchange Hamiltonian is symmetric under all spin rotations. The ground states of both magnets break the rotations about two axes, yet the ferromagnet has one gapless spin-wave branch and the antiferromagnet has two. The difference lies in the ground-state expectation values of the commutators of the broken generators. For Hermitian generators $Q_a$ in a volume $\Omega$, with $\hbar=1$ and $\langle\cdot\rangle$ the ground-state expectation value, define

$$\rho_{ab}=-\frac{i}{\Omega}\langle[Q_a,Q_b]\rangle .$$

This matrix is real because the commutator of Hermitian operators is anti-Hermitian, and it is antisymmetric because the commutator is. If it is nonzero, then in a suitable basis some of the Goldstone fields form canonically conjugate pairs, and each pair describes one gapless oscillation.

In the code, `n` is the number of broken generators and `ρ` is a real matrix with rows and columns indexed by `Fin n`. Antisymmetry is the hypothesis `ρᵀ = -ρ`. Ground states and operators do not appear: which generators are broken, and the values of their commutators, are input.

```lean
import Mathlib

open Matrix

namespace GoldstoneCounting

variable {n : ℕ}
```

The count is a rational number, so the division by two is not rounded. Without a condition on $\rho$ it can be fractional: the $1\times1$ matrix with entry $1$ gives $1/2$.

```lean
/-- The Watanabe-Murayama count `n - rank ρ / 2` for `n` broken generators with
commutator density `ρ`, as a rational number. -/
noncomputable def goldstoneCount (ρ : Matrix (Fin n) (Fin n) ℝ) : ℚ :=
  (n : ℚ) - (ρ.rank : ℚ) / 2
```

## Uniform motion of the Goldstone fields

Collect the spatially uniform Goldstone fields in a vector $\pi\in\mathbb R^n$ and give them unit inertia. From the Lagrangian $L=\tfrac12\dot\pi\cdot\dot\pi+\tfrac12\dot\pi\cdot\rho\pi$ one has

$$\frac{d}{dt}\frac{\partial L}{\partial\dot\pi}=\ddot\pi+\tfrac12\rho\dot\pi,\qquad
\frac{\partial L}{\partial\pi}=\tfrac12\rho^{T}\dot\pi=-\tfrac12\rho\dot\pi ,$$

and therefore $\ddot\pi=-\rho\dot\pi$. There is no restoring force, since a uniform shift of the fields costs no energy. With the velocity $v=\dot\pi$ this becomes a first-order linear system,

$$\frac{d}{dt}(\pi,v)=A(\pi,v),\qquad A(\pi,v)=(v,-\rho v).$$

The Lean name for $A$ is `uniformFlow`; it denotes the generator and not the time evolution $e^{tA}$. The code starts from this equation of motion, not from the Lagrangian.

```lean
/-- The generator of the uniform motion `π'' = -ρ π'` of Goldstone fields with unit inertia,
acting on pairs (field, velocity). -/
noncomputable def uniformFlow (ρ : Matrix (Fin n) (Fin n) ℝ) :
    ((Fin n → ℝ) × (Fin n → ℝ)) →ₗ[ℝ] ((Fin n → ℝ) × (Fin n → ℝ)) :=
  LinearMap.prod (LinearMap.snd ℝ _ _) (-(ρ.mulVecLin ∘ₗ LinearMap.snd ℝ _ _))
```

For a magnet with spin density $m$ along $z$, the relation $[S_x,S_y]=iS_z$ gives

$$\rho=\begin{pmatrix}0&m\\-m&0\end{pmatrix}.$$

Here $m=\langle S_z\rangle/\Omega$.

```lean
/-- The commutator density of the spin rotations about `x` and `y` in a magnet with spin density `m`
along `z`, with `ħ = 1`. -/
def magnetDensity (m : ℝ) : Matrix (Fin 2) (Fin 2) ℝ := !![0, m; -m, 0]
```

## Applying the matrix twice

For antisymmetric $\rho$ and vectors $x,y$,

$$x\cdot\rho y=(\rho^{T}x)\cdot y=-(\rho x)\cdot y .$$

In Lean, `⬝ᵥ` is the dot product and `*ᵥ` applies a matrix to a vector.

```lean
/-- An antisymmetric matrix moves across the dot product with a change of sign. -/
theorem skew_pairing {ρ : Matrix (Fin n) (Fin n) ℝ} (h : ρᵀ = -ρ) (x y : Fin n → ℝ) :
    x ⬝ᵥ (ρ *ᵥ y) = -((ρ *ᵥ x) ⬝ᵥ y) := by
  rw [Matrix.dotProduct_mulVec, ← Matrix.mulVec_transpose, h, Matrix.neg_mulVec,
    neg_dotProduct]
```

Suppose now that $\rho^2x=0$. Setting $y=\rho x$ gives

$$0=x\cdot\rho(\rho x)=-(\rho x)\cdot(\rho x),$$

so the real vector $\rho x$ has zero length and vanishes.

```lean
/-- If a real antisymmetric matrix annihilates a vector when applied twice, it already
annihilates it when applied once. -/
theorem mulVec_eq_zero_of_twice {ρ : Matrix (Fin n) (Fin n) ℝ} (h : ρᵀ = -ρ)
    (x : Fin n → ℝ) (hx : ρ *ᵥ (ρ *ᵥ x) = 0) : ρ *ᵥ x = 0 := by
  have key := skew_pairing h x (ρ *ᵥ x)
  rw [hx, dotProduct_zero] at key
  exact dotProduct_self_eq_zero.mp (by linarith)
```

## Invertible antisymmetric matrices have even size

If $M$ is an antisymmetric $n\times n$ matrix, then

$$\det M=\det M^{T}=\det(-M)=(-1)^n\det M .$$

For odd $n$ this reads $\det M=-\det M$, which forces $\det M=0$. A nonzero determinant therefore requires even $n$. Here $n$ is the size of any such matrix; in the next step it becomes the rank of $\rho$.

```lean
/-- A real antisymmetric matrix with nonzero determinant has even size. -/
theorem even_size_of_det_ne_zero {M : Matrix (Fin n) (Fin n) ℝ} (h : Mᵀ = -M)
    (hdet : M.det ≠ 0) : Even n := by
  have hd : M.det = (-1) ^ n * M.det := by
    calc M.det = Mᵀ.det := (Matrix.det_transpose M).symm
      _ = (-1) ^ n * M.det := by rw [h, Matrix.det_neg, Fintype.card_fin]
  by_contra hn
  rw [Nat.not_even_iff_odd] at hn
  rw [hn.neg_one_pow] at hd
  exact hdet (by linarith)
```

## From the range of the matrix to its even rank

Let $V$ be the range of $\rho$, let $r=\operatorname{rank}\rho$ be its dimension, and choose a basis of vectors $b_i$ of $V$. Form the $r\times r$ matrix

$$M_{ij}=b_i\cdot\rho b_j .$$

It is antisymmetric, because $b_j\cdot\rho b_i=-(\rho b_j)\cdot b_i=-M_{ij}$. If it is also invertible, the determinant argument shows that $r$ is even.

Suppose it were not invertible. Then some $c\neq0$ satisfies $Mc=0$. Put $v=\sum_jc_jb_j$, a vector in $V$. For every $i$,

$$b_i\cdot\rho v=\sum_jM_{ij}c_j=0 ,$$

so $\rho v$ is orthogonal to all of $V$. But $\rho v$ itself lies in $V$, hence $\rho v=0$. Since $v$ is in the range, $v=\rho u$ for some $u$, and $\rho^2u=0$. The previous result on double application gives $\rho u=0$, that is, $v=0$. Linear independence of the $b_i$ then forces $c=0$, a contradiction.

```lean
/-- Every real antisymmetric matrix has even rank. -/
theorem even_rank {ρ : Matrix (Fin n) (Fin n) ℝ} (h : ρᵀ = -ρ) : Even ρ.rank := by
  let V := LinearMap.range ρ.mulVecLin
  let b : Module.Basis (Fin ρ.rank) ℝ V := Module.finBasisOfFinrankEq ℝ V rfl
  -- the antisymmetric form `x · ρ y` restricted to the range of `ρ`
  let M : Matrix (Fin ρ.rank) (Fin ρ.rank) ℝ :=
    Matrix.of fun i j => (b i : Fin n → ℝ) ⬝ᵥ (ρ *ᵥ (b j : Fin n → ℝ))
  have hM : Mᵀ = -M := by
    ext i j
    change (b j : Fin n → ℝ) ⬝ᵥ (ρ *ᵥ (b i : Fin n → ℝ))
      = -((b i : Fin n → ℝ) ⬝ᵥ (ρ *ᵥ (b j : Fin n → ℝ)))
    rw [skew_pairing h (b j : Fin n → ℝ) (b i : Fin n → ℝ),
      dotProduct_comm (ρ *ᵥ (b j : Fin n → ℝ))]
  refine even_size_of_det_ne_zero hM fun hdet => ?_
  obtain ⟨c, hc, hMc⟩ := Matrix.exists_mulVec_eq_zero_iff.mpr hdet
  obtain ⟨v, hvdef⟩ : ∃ v : V, v = ∑ j, c j • b j := ⟨_, rfl⟩
  have hv : ρ *ᵥ (v : Fin n → ℝ) = ∑ j, c j • (ρ *ᵥ (b j : Fin n → ℝ)) := by
    rw [hvdef]
    change ρ.mulVecLin (V.subtype (∑ j, c j • b j)) = _
    simp only [map_sum, map_smul, Submodule.subtype_apply, Matrix.mulVecLin_apply]
  have hb : ∀ i, (b i : Fin n → ℝ) ⬝ᵥ (ρ *ᵥ (v : Fin n → ℝ)) = 0 := by
    intro i
    have hi : ∑ j, ((b i : Fin n → ℝ) ⬝ᵥ (ρ *ᵥ (b j : Fin n → ℝ))) * c j = 0 :=
      congrFun hMc i
    rw [hv, dotProduct_sum]
    simp only [dotProduct_smul, smul_eq_mul]
    exact Eq.trans (Finset.sum_congr rfl fun j _ => mul_comm _ _) hi
  -- `ρ v` is orthogonal to the whole range, hence to itself
  have hV : ∀ w : V, (w : Fin n → ℝ) ⬝ᵥ (ρ *ᵥ (v : Fin n → ℝ)) = 0 := by
    intro w
    have hs : (w : Fin n → ℝ) = ∑ i, b.repr w i • (b i : Fin n → ℝ) := by
      have hw := congrArg V.subtype (b.sum_repr w)
      simpa only [map_sum, map_smul, Submodule.subtype_apply] using hw.symm
    rw [hs, sum_dotProduct]
    exact Finset.sum_eq_zero fun i _ => by rw [smul_dotProduct, hb, smul_zero]
  have hv0 : ρ *ᵥ (v : Fin n → ℝ) = 0 :=
    dotProduct_self_eq_zero.mp (hV ⟨ρ *ᵥ (v : Fin n → ℝ), ⟨(v : Fin n → ℝ), rfl⟩⟩)
  -- `v` lies in the range as well, so it vanishes
  have hv1 : (v : Fin n → ℝ) = 0 := by
    obtain ⟨u, hu⟩ := v.2
    have hu' : ρ *ᵥ u = (v : Fin n → ℝ) := hu
    rw [← hu'] at hv0 ⊢
    exact mulVec_eq_zero_of_twice h u hv0
  have hsum : ∑ j, c j • b j = 0 := hvdef.symm.trans (Subtype.ext hv1)
  exact hc (funext (Fintype.linearIndependent_iff.mp b.linearIndependent c hsum))
```

The proof follows this order. `hM` is the antisymmetry of $M$, `hb` the orthogonality of $\rho v$ to each basis vector, and `hV` its extension to the whole range by expanding a vector in the basis. `hv0` and `hv1` are $\rho v=0$ and $v=0$, and the last line applies linear independence.

Write $\operatorname{rank}\rho=2k$. The rank is at most $n$, so $k\le n$ and $N(\rho)=n-k$ is a natural number.

```lean
/-- For a real antisymmetric commutator density the Watanabe-Murayama count is a
natural number. -/
theorem goldstoneCount_natural {ρ : Matrix (Fin n) (Fin n) ℝ} (h : ρᵀ = -ρ) :
    ∃ N : ℕ, goldstoneCount ρ = N := by
  obtain ⟨k, hk⟩ := even_rank h
  have hle : ρ.rank ≤ n := Matrix.rank_le_width ρ
  refine ⟨n - k, ?_⟩
  rw [goldstoneCount, hk, Nat.cast_sub (by omega)]
  push_cast
  ring
```

## Two phase-space dimensions per mode

The generalized zero-frequency states are those annihilated by some power of $A$. They include fields at rest and fields that drift at constant velocity. The second power is

$$A^2(\pi,v)=(-\rho v,\rho^2v),$$

which vanishes exactly when $\rho v=0$. For higher powers, use induction: if $A^{k+2}$ annihilates exactly the states with $\rho v=0$, then $A^{k+3}(\pi,v)=A^{k+2}(v,-\rho v)$ vanishes exactly when $\rho^2v=0$, which again means $\rho v=0$.

```lean
/-- For antisymmetric `ρ`, the second and every higher power of the generator of uniform
motion annihilates exactly the states whose velocity is annihilated by `ρ`. -/
theorem uniformFlow_pow_eq_zero_iff {ρ : Matrix (Fin n) (Fin n) ℝ} (h : ρᵀ = -ρ) (k : ℕ)
    (x : (Fin n → ℝ) × (Fin n → ℝ)) :
    (uniformFlow ρ ^ (k + 2)) x = 0 ↔ ρ *ᵥ x.2 = 0 := by
  induction k generalizing x with
  | zero =>
    have h2 : (uniformFlow ρ ^ (0 + 2)) x
        = (-(ρ *ᵥ x.2), -(ρ *ᵥ (-(ρ *ᵥ x.2)))) := by
      rw [zero_add, pow_two]
      rfl
    rw [h2, Prod.mk_eq_zero]
    exact ⟨fun hx => neg_eq_zero.mp hx.1, fun hx => by simp [hx]⟩
  | succ k ih =>
    rw [show k + 1 + 2 = (k + 2) + 1 by omega, pow_succ, Module.End.mul_apply, ih]
    change ρ *ᵥ (-(ρ *ᵥ x.2)) = 0 ↔ _
    rw [Matrix.mulVec_neg, neg_eq_zero]
    exact ⟨mulVec_eq_zero_of_twice h _, fun hx => by rw [hx, Matrix.mulVec_zero]⟩
```

In Lean, `x.2` is the velocity, and the exponent `k + 2` runs over all powers from the second on. The first power annihilates only the states with $v=0$, so it misses the drifting ones, which exist whenever $\rho$ has a nonzero kernel.

The zero-frequency space is therefore the kernel of the map $(\pi,v)\mapsto\rho v$ on a space of dimension $2n$. This map has the same range as $\rho$, so rank-nullity gives

$$\dim\ker A^{k+2}=2n-\operatorname{rank}\rho=2N(\rho).$$

Each mode in the count thus accounts for two phase-space dimensions, as one coordinate and its momentum do.

```lean
/-- For antisymmetric `ρ`, the generalized zero-frequency states of the uniform motion
`π'' = -ρ π'` form a space whose dimension is twice the Watanabe-Murayama count. -/
theorem finrank_zero_frequency {ρ : Matrix (Fin n) (Fin n) ℝ} (h : ρᵀ = -ρ) (k : ℕ) :
    (Module.finrank ℝ (LinearMap.ker (uniformFlow ρ ^ (k + 2))) : ℚ)
      = 2 * goldstoneCount ρ := by
  let f := ρ.mulVecLin ∘ₗ LinearMap.snd ℝ (Fin n → ℝ) (Fin n → ℝ)
  have hker : LinearMap.ker (uniformFlow ρ ^ (k + 2)) = LinearMap.ker f := by
    ext x
    rw [LinearMap.mem_ker, LinearMap.mem_ker]
    exact uniformFlow_pow_eq_zero_iff h k x
  have hrange : LinearMap.range f = LinearMap.range ρ.mulVecLin :=
    LinearMap.range_comp_of_range_eq_top _ Submodule.range_snd
  -- rank-nullity on the space of fields and velocities
  have rn := LinearMap.finrank_range_add_finrank_ker f
  rw [hrange, Module.finrank_prod, Module.finrank_fin_fun] at rn
  change ρ.rank + Module.finrank ℝ (LinearMap.ker f) = n + n at rn
  have rq : (ρ.rank : ℚ) + (Module.finrank ℝ (LinearMap.ker f) : ℚ) = n + n := by
    exact_mod_cast rn
  rw [hker, goldstoneCount]
  linarith
```

`Module.finrank` is the dimension, converted to a rational number so that it can be compared with the count. The theorem concerns the linear equation with unit inertia, at zero wavevector. The step from there to a real magnet is the identification of these modes with the gapless branches of the interacting spin system; it rests on effective field theory, and it is taken here as physical input.

## One mode or two

The count equals $n$ exactly when $\operatorname{rank}\rho=0$, and a matrix of rank zero sends every unit vector to zero, so all its entries vanish. This step needs no antisymmetry.

```lean
/-- The count equals the number of broken generators exactly when the commutator density
vanishes. -/
theorem goldstoneCount_eq_iff (ρ : Matrix (Fin n) (Fin n) ℝ) :
    goldstoneCount ρ = n ↔ ρ = 0 := by
  constructor
  · intro hc
    have hq : (ρ.rank : ℚ) = 0 := by
      rw [goldstoneCount] at hc
      linarith
    have hr : ρ.rank = 0 := by exact_mod_cast hq
    have hbot : LinearMap.range ρ.mulVecLin = ⊥ := Submodule.finrank_eq_zero.mp hr
    rw [LinearMap.range_eq_bot] at hbot
    ext i j
    have hij := congrFun (LinearMap.congr_fun hbot (Pi.single j 1)) i
    simpa using hij
  · rintro rfl
    simp [goldstoneCount]
```

For $n=2$ and $\rho\neq0$, the rank is even, nonzero and at most two. It is therefore two, and $N(\rho)=2-1=1$. For $\rho=0$ the count is $n=2$.

```lean
/-- Two broken generators with antisymmetric commutator density `ρ` give one Goldstone mode
in the Watanabe-Murayama count if `ρ` is nonzero, and two if `ρ` vanishes. -/
theorem goldstoneCount_two {ρ : Matrix (Fin 2) (Fin 2) ℝ} (h : ρᵀ = -ρ) :
    (ρ ≠ 0 → goldstoneCount ρ = 1) ∧ (ρ = 0 → goldstoneCount ρ = 2) := by
  refine ⟨fun hne => ?_, fun h0 => by simpa using (goldstoneCount_eq_iff ρ).mpr h0⟩
  obtain ⟨k, hk⟩ := even_rank h
  have hle : ρ.rank ≤ 2 := Matrix.rank_le_width ρ
  have hr : ρ.rank ≠ 0 := fun h0 =>
    hne ((goldstoneCount_eq_iff ρ).mp (by simp [goldstoneCount, h0]))
  have h2 : ρ.rank = 2 := by omega
  rw [goldstoneCount, h2]
  norm_num
```

The matrix of the magnet is antisymmetric, and it vanishes exactly when $m=0$. Hence $N=1$ for $m\neq0$ and $N=2$ for $m=0$. The second value describes an antiferromagnet because both rotations are assumed broken; a paramagnet also has $m=0$, but it breaks neither. The rotation about $z$ is assumed unbroken, as in a collinear magnet. Noncollinear order breaks it as well, so that $n=3$, and the theorem below does not cover that case.

```lean
/-- A magnet with broken spin rotations about `x` and `y` has Watanabe-Murayama count one if its
spin density `m` along `z` is nonzero, and two if it is zero. -/
theorem goldstoneCount_magnet (m : ℝ) :
    (m ≠ 0 → goldstoneCount (magnetDensity m) = 1) ∧
      (m = 0 → goldstoneCount (magnetDensity m) = 2) := by
  have h : (magnetDensity m)ᵀ = -magnetDensity m := by
    ext i j
    fin_cases i <;> fin_cases j <;> simp [magnetDensity]
  refine ⟨fun hm => (goldstoneCount_two h).1 fun h0 => hm ?_,
    fun hm => (goldstoneCount_two h).2 ?_⟩
  · have h01 := congrFun (congrFun h0 0) 1
    simpa [magnetDensity] using h01
  · ext i j
    fin_cases i <;> fin_cases j <;> simp [magnetDensity, hm]

end GoldstoneCounting
```

```lean
#print axioms GoldstoneCounting.goldstoneCount_natural
-- 'GoldstoneCounting.goldstoneCount_natural' depends on axioms: [propext, Classical.choice, Quot.sound]
#print axioms GoldstoneCounting.finrank_zero_frequency
-- 'GoldstoneCounting.finrank_zero_frequency' depends on axioms: [propext, Classical.choice, Quot.sound]
#print axioms GoldstoneCounting.goldstoneCount_magnet
-- 'GoldstoneCounting.goldstoneCount_magnet' depends on axioms: [propext, Classical.choice, Quot.sound]
```

In a spin-wave calculation, the count gives the number of gapless branches to expect from broken symmetry, provided that the broken generators and $\rho$ are known and the effective description applies.

In the model with unit inertia, the limit $m\to0$ shows where the second mode comes from. For $m\neq0$ the velocity in $\ddot\pi=-\rho\dot\pi$ rotates at frequency $|m|$, like that of a charge in a magnetic field, and this motion is gapped. A two-sublattice ferrimagnet has such a gapped branch, whereas a Heisenberg ferromagnet with one spin per cell has only the gapless one. As $m$ tends to zero in the model, the gap closes, and at $m=0$ the count jumps from one to two.
